# Matrices that commute with every occupation number of M fermionic modes in dimension 2^M are combinations of occupation projectors

Electrons are distributed over $M$ orthonormal spin orbitals, and the occupation of each orbital is measured. Each outcome is a pattern of filled and empty orbitals. Suppose that an observable is compatible with all these measurements. Can it still distinguish states within one pattern, or does the pattern fix its value?

For the calculation, the annihilation operators $a_p$ are complex square matrices, and $\dagger$ is the conjugate transpose, written `ᴴ` in Lean. The modes are numbered by `Fin M`, from $0$ to $M-1$. The letter `n` in the code is the type that labels the basis states, not a number operator.

```lean
import Mathlib

open Matrix

namespace OccupationCompleteness

variable {M : ℕ} {n : Type*} [Fintype n] [DecidableEq n]
```

The matrices obey the canonical anticommutation relations (CAR), which encode Fermi statistics:
$$a_pa_q+a_qa_p=0,\qquad a_pa_q^\dagger+a_q^\dagger a_p=\delta_{pq}.$$

```lean
/-- The canonical anticommutation relations for `M` fermionic modes represented by matrices. -/
structure IsCAR (a : Fin M → Matrix n n ℂ) : Prop where
  anti : ∀ p q, a p * a q + a q * a p = 0
  mixed : ∀ p q, a p * (a q)ᴴ + (a q)ᴴ * a p = if p = q then 1 else 0
```

The number operator of mode $p$ is $n_p=a_p^\dagger a_p$.

```lean
/-- The number operator `n_p = a_p† a_p` of mode `p`. -/
def number (a : Fin M → Matrix n n ℂ) (p : Fin M) : Matrix n n ℂ := (a p)ᴴ * a p
```

A pattern is the set $S$ of filled modes, a `Finset (Fin M)`. Mode $p$ contributes the factor $f_p^S=n_p$ if $p\in S$, and $f_p^S=1-n_p$ otherwise.

```lean
/-- The factor of mode `p` in an occupation projector: `n_p` if `p` is in `S`, else `1 - n_p`. -/
def factor (a : Fin M → Matrix n n ℂ) (S : Finset (Fin M)) (p : Fin M) : Matrix n n ℂ :=
  if p ∈ S then number a p else 1 - number a p
```

The occupation projector $P_S$ is the product of these factors over all modes. The definition fixes their order, so it makes sense before the factors are known to commute.

```lean
/-- The occupation projector `P_S`: the product of `n_p` over `S` and `1 - n_p` outside `S`,
taken in the order of the modes. -/
def occProj (a : Fin M → Matrix n n ℂ) (S : Finset (Fin M)) : Matrix n n ℂ :=
  ((List.finRange M).map (factor a S)).prod
```

## (a) A ladder operator and another mode

Show that for $q\neq p$
$$a_qn_p=n_pa_q.$$

**Solution.** Moving $a_q$ to the right gives two sign changes:
$$a_qa_p^\dagger a_p=-a_p^\dagger a_qa_p=a_p^\dagger a_pa_q.$$
In the proof, `linear_combination` adds the same two relations, multiplied by $a_p$ and $-a_p^\dagger$.

```lean
variable {a : Fin M → Matrix n n ℂ}

/-- An annihilation operator commutes with the number operator of any other mode. -/
theorem ladder_commute_number (h : IsCAR a) {p q : Fin M} (hqp : q ≠ p) :
    a q * number a p = number a p * a q := by
  have h1 := h.anti q p
  have h2 := h.mixed q p
  rw [if_neg hqp] at h2
  unfold number
  linear_combination (norm := noncomm_ring) h2 * a p - (a p)ᴴ * h1
```

## (b) Simultaneous occupation numbers

Show that for all $p,q$
$$n_pn_q=n_qn_p.$$

**Solution.** The case $p=q$ is trivial. Otherwise, since $n_p^\dagger=n_p$, the adjoint of (a) is $n_pa_q^\dagger=a_q^\dagger n_p$. Hence
$$n_pa_q^\dagger a_q=a_q^\dagger n_pa_q=a_q^\dagger a_qn_p.$$

```lean
/-- The number operators of CAR modes commute with one another. -/
theorem number_commute (h : IsCAR a) (p q : Fin M) :
    number a p * number a q = number a q * number a p := by
  by_cases hqp : q = p
  · rw [hqp]
  have h1 := ladder_commute_number h hqp
  have hN : (number a p)ᴴ = number a p := by simp [number]
  have h2 := congrArg conjTranspose h1
  simp only [conjTranspose_mul, hN] at h2
  change number a p * ((a q)ᴴ * a q) = (a q)ᴴ * a q * number a p
  linear_combination (norm := noncomm_ring) h2 * a q - (a q)ᴴ * h1
```

## (c) Moving a matrix past a projector

Let $A$ satisfy $An_q=n_qA$ for each mode $q$ on which the patterns $S$ and $T$ agree, and $An_q=(1-n_q)A$ for each mode on which they differ. Show that
$$AP_S=P_TA.$$

**Solution.** It suffices that $Af_q^S=f_q^TA$ for each $q$. Where the patterns agree, this is immediate. If $q$ is only in $S$, it is the assumption itself. If $q$ is only in $T$, then
$$A(1-n_q)=A-(1-n_q)A=n_qA.$$
Now $A$ moves through the product one factor at a time, which is the induction over the list of modes in Lean. The CAR are not used.

```lean
/-- If moving `A` past each `n_q` leaves it alone where `S` and `T` agree and turns it into
`1 - n_q` where they differ, then moving `A` past `P_S` turns it into `P_T`. -/
theorem occProj_intertwine (A : Matrix n n ℂ) (S T : Finset (Fin M))
    (hA : ∀ q, A * number a q =
      if (q ∈ S ↔ q ∈ T) then number a q * A else (1 - number a q) * A) :
    A * occProj a S = occProj a T * A := by
  have hf : ∀ q, A * factor a S q = factor a T q * A := by
    intro q
    have hq := hA q
    by_cases hS : q ∈ S <;> by_cases hT : q ∈ T <;> simp [hS, hT] at hq <;>
      simp [factor, hS, hT, mul_sub, sub_mul, hq]
  unfold occProj
  induction List.finRange M with
  | nil => simp
  | cons q l ih =>
    simp only [List.map_cons, List.prod_cons]
    rw [← mul_assoc, hf, mul_assoc, ih, mul_assoc]
```

## (d) Reading off an occupation

Show that
$$n_pP_S=\begin{cases}P_S,&p\in S,\\0,&p\notin S.\end{cases}$$

**Solution.** The CAR give $2a_p^2=0$, so $a_p^2=0$, the Pauli principle. Therefore
$$n_p^2=a_p^\dagger(a_pa_p^\dagger)a_p=a_p^\dagger(1-a_p^\dagger a_p)a_p=n_p-a_p^\dagger a_p^\dagger a_pa_p=n_p.$$
By (b), $n_p$ moves through $P_S$ to the factor of its own mode. There $n_pn_p=n_p$ or $n_p(1-n_p)=0$. The inner statement `key` carries this out by induction on a list that contains $p$.

```lean
/-- For CAR modes, `n_p P_S` is `P_S` if mode `p` is occupied in `S` and zero otherwise. -/
theorem number_mul_occProj (h : IsCAR a) (p : Fin M) (S : Finset (Fin M)) :
    number a p * occProj a S = if p ∈ S then occProj a S else 0 := by
  -- Pauli principle: `a_p² = 0`, hence `n_p² = n_p`
  have h0 : a p * a p = 0 := by
    have h2 : (2 : ℂ) • (a p * a p) = 0 := by rw [two_smul]; exact h.anti p p
    exact (smul_eq_zero.mp h2).resolve_left two_ne_zero
  have hid : number a p * number a p = number a p := by
    have h2 := h.mixed p p
    rw [if_pos rfl] at h2
    unfold number
    linear_combination (norm := noncomm_ring) (a p)ᴴ * h2 * a p - (a p)ᴴ * (a p)ᴴ * h0
  have key : ∀ l : List (Fin M), p ∈ l → number a p * (l.map (factor a S)).prod =
      if p ∈ S then (l.map (factor a S)).prod else 0 := by
    intro l
    induction l with
    | nil => simp
    | cons q l ih =>
      intro hp
      simp only [List.map_cons, List.prod_cons]
      by_cases hpq : p = q
      · have hf : number a p * factor a S p = if p ∈ S then factor a S p else 0 := by
          by_cases hS : p ∈ S <;> simp [factor, hS, mul_sub, hid]
        rw [← hpq, ← mul_assoc, hf]
        split_ifs <;> simp
      · have hc : number a p * factor a S q = factor a S q * number a p := by
          by_cases hS : q ∈ S <;> simp [factor, hS, mul_sub, sub_mul, number_commute h p q]
        rw [← mul_assoc, hc, mul_assoc, ih (by simpa [hpq] using hp)]
        split_ifs <;> simp
  exact key _ (List.mem_finRange p)
```

## (e) Different patterns

Show that for $S\neq T$
$$P_SP_T=0.$$

**Solution.** Some mode $p$ lies in exactly one of the two sets. By (b) and (c), $n_p$ commutes with $P_S$, so
$$n_pP_SP_T=P_Sn_pP_T.$$
By (d), one side is $P_SP_T$ and the other is zero.

```lean
/-- For CAR modes, projectors of different occupation patterns are orthogonal. -/
theorem occProj_orthogonal (h : IsCAR a) {S T : Finset (Fin M)} (hST : S ≠ T) :
    occProj a S * occProj a T = 0 := by
  obtain ⟨p, hp⟩ : ∃ p, ¬(p ∈ S ↔ p ∈ T) := by
    by_contra hc
    exact hST (Finset.ext fun p => by_contra fun hp => hc ⟨p, hp⟩)
  have key : number a p * occProj a S * occProj a T =
      occProj a S * (number a p * occProj a T) := by
    rw [occProj_intertwine (number a p) S S
      (fun q => by rw [if_pos Iff.rfl]; exact number_commute h p q), mul_assoc]
  rw [number_mul_occProj h, number_mul_occProj h] at key
  by_cases hS : p ∈ S
  · have hT : p ∉ T := fun hT => hp ⟨fun _ => hT, fun _ => hS⟩
    simpa [hS, hT] using key
  · have hT : p ∈ T := by_contra fun hT => hp ⟨fun h => absurd h hS, fun h => absurd h hT⟩
    simpa [hS, hT] using key.symm
```

## (f) Every pattern together

Show that
$$\sum_SP_S=1.$$

**Solution.** Expand the ordered product
$$1=\prod_p\bigl[n_p+(1-n_p)\bigr].$$
Choosing one term from each bracket produces each $P_S$ once. Lean adds one mode $q$ at a time: patterns without $q$ contribute $1-n_q$ times the previous sum, and patterns with $q$ contribute $n_q$ times it.

```lean
/-- The occupation projectors sum to the identity. -/
theorem sum_occProj (a : Fin M → Matrix n n ℂ) : ∑ S, occProj a S = 1 := by
  have key : ∀ l : List (Fin M), l.Nodup →
      ∑ S ∈ l.toFinset.powerset, (l.map (factor a S)).prod = 1 := by
    intro l
    induction l with
    | nil => simp
    | cons q l ih =>
      intro hl
      obtain ⟨hq, hl⟩ := List.nodup_cons.mp hl
      -- split the patterns by whether mode `q` is empty or filled
      have h1 : ∀ S ∈ l.toFinset.powerset, ((q :: l).map (factor a S)).prod =
          (1 - number a q) * (l.map (factor a S)).prod := by
        intro S hS
        have hf : factor a S q = 1 - number a q :=
          if_neg fun h => hq (List.mem_toFinset.mp (Finset.mem_powerset.mp hS h))
        rw [List.map_cons, List.prod_cons, hf]
      have h2 : ∀ S ∈ l.toFinset.powerset, ((q :: l).map (factor a (insert q S))).prod =
          number a q * (l.map (factor a S)).prod := by
        intro S _
        have hf : factor a (insert q S) q = number a q := if_pos (Finset.mem_insert_self q S)
        have hm : l.map (factor a (insert q S)) = l.map (factor a S) := by
          refine List.map_congr_left fun r hr => ?_
          have hrq : r ≠ q := fun e => hq (e ▸ hr)
          simp [factor, Finset.mem_insert, hrq]
        rw [List.map_cons, List.prod_cons, hf, hm]
      rw [List.toFinset_cons, Finset.sum_powerset_insert (by simpa using hq),
        Finset.sum_congr rfl h1, Finset.sum_congr rfl h2, ← Finset.mul_sum, ← Finset.mul_sum,
        ih hl]
      simp
  have e : (List.finRange M).toFinset.powerset = Finset.univ := by
    ext S
    simp
  have := key _ (List.nodup_finRange M)
  rw [e] at this
  exact this
```

## (g) The size of each projector

Let the matrices have dimension $2^M$. Show that
$$\operatorname{tr}P_S=1.$$

**Solution.** Let $p\notin T$ and $U=T\cup\{p\}$. Since $a_pn_p=a_pa_p^\dagger a_p=(1-n_p)a_p$, and $a_p$ commutes with the other number operators by (a), part (c) gives $a_pP_U=P_Ta_p$. With (d) and cyclicity of the trace,
$$\operatorname{tr}P_U=\operatorname{tr}(a_p^\dagger a_pP_U)=\operatorname{tr}(a_p^\dagger P_Ta_p)=\operatorname{tr}(P_Ta_pa_p^\dagger)=\operatorname{tr}\bigl((1-n_p)P_T\bigr)=\operatorname{tr}P_T.$$
Filling modes one by one shows that all traces are equal. By (f), the $2^M$ traces sum to $\operatorname{tr}1=2^M$, so each is $1$.

The dimension enters as `hn : Fintype.card n = 2 ^ M`. Physically, the modes account for the whole state space. A spectator spin 1/2 would double the dimension, and its operators would commute with every $n_p$ without all being combinations of the $P_S$.

```lean
/-- For `M` CAR modes in dimension `2^M`, every occupation projector has trace one. -/
theorem trace_occProj (h : IsCAR a) (hn : Fintype.card n = 2 ^ M) (S : Finset (Fin M)) :
    trace (occProj a S) = 1 := by
  -- filling an empty mode does not change the trace
  have hall : ∀ T, trace (occProj a T) = trace (occProj a ∅) := by
    intro T
    induction T using Finset.induction_on with
    | empty => rfl
    | insert p T hp ih =>
      have h2 := h.mixed p p
      rw [if_pos rfl] at h2
      have hflip : a p * occProj a (insert p T) = occProj a T * a p := by
        refine occProj_intertwine _ _ _ fun q => ?_
        by_cases hq : p = q
        · rw [← hq, if_neg (by simp [hp])]
          unfold number
          linear_combination (norm := noncomm_ring) h2 * a p
        · rw [if_pos (by simp [Ne.symm hq])]
          exact ladder_commute_number h hq
      have h1 := number_mul_occProj h p (insert p T)
      rw [if_pos (Finset.mem_insert_self p T)] at h1
      have h3 := number_mul_occProj h p T
      rw [if_neg hp] at h3
      have h4 : a p * (a p)ᴴ = 1 - number a p := eq_sub_of_add_eq h2
      rw [← ih, ← h1, number, mul_assoc, hflip, trace_mul_comm, mul_assoc, h4,
        trace_mul_comm, sub_mul, one_mul, h3, sub_zero]
  have hs := congrArg trace (sum_occProj a)
  rw [trace_sum, trace_one, hn, Finset.sum_congr rfl (fun T _ => hall T), Finset.sum_const,
    Finset.card_univ, Fintype.card_finset, Fintype.card_fin, nsmul_eq_mul] at hs
  push_cast at hs
  rw [hall S]
  exact mul_left_cancel₀ (pow_ne_zero M two_ne_zero) (hs.trans (mul_one _).symm)
```

## (h) The coefficients of a compatible matrix

In dimension $2^M$, let $X$ commute with every $n_p$. Show that
$$X=\sum_S\operatorname{tr}(P_SX)\,P_S.$$

**Solution.** Multiplying (f) by $P_S$ and using (e) gives $P_S^2=P_S$. By (g), $P_S\neq0$, so some $v_S=P_Sw$ is nonzero, and $P_Sv_S=v_S$. For any coefficients $g_T$,
$$P_S\sum_Tg_Tv_T=g_Sv_S.$$
A vanishing sum therefore has $g_S=0$ for every $S$. The $2^M$ vectors $v_S$ are independent and form a basis.

By (c), $XP_S=P_SX$, so $Xv_S=P_SXv_S$. Expanding $Xv_S$ in the basis leaves only its $v_S$ component: $Xv_S=x_Sv_S$ for some number $x_S$. Comparing both sides on each basis vector gives $XP_S=x_SP_S$, and the trace gives $x_S=\operatorname{tr}(P_SX)$. Summing over $S$ with (f) yields the claim.

In Lean, `hli` is independence, `hspan` is the basis property and `key` is the equation for $XP_S$. The vectors `v S` are not normalised; with $|S\rangle=v_S/\lVert v_S\rVert$, the coefficient is $\langle S|X|S\rangle$.

```lean
/-- For `M` CAR modes in dimension `2^M`, a matrix commuting with every `n_p` is the sum of
the projectors `P_S` with coefficients `tr (P_S X)`. -/
theorem occupation_expansion (h : IsCAR a) (hn : Fintype.card n = 2 ^ M) (X : Matrix n n ℂ)
    (hX : ∀ p, X * number a p = number a p * X) :
    X = ∑ S, trace (occProj a S * X) • occProj a S := by
  have idem : ∀ S, occProj a S * occProj a S = occProj a S := by
    intro S
    have hs := congrArg (fun Y => occProj a S * Y) (sum_occProj a)
    simp only [Finset.mul_sum, mul_one] at hs
    rwa [Finset.sum_eq_single S (fun T _ hT => occProj_orthogonal h hT.symm) (by simp)] at hs
  -- each pattern has a nonzero state
  have hex : ∀ S, ∃ v, occProj a S *ᵥ v = v ∧ v ≠ 0 := by
    intro S
    by_contra hc
    have hz : occProj a S = 0 := by
      refine Matrix.toLin'.injective (LinearMap.ext fun w => ?_)
      simp only [toLin'_apply, map_zero, LinearMap.zero_apply]
      by_contra hw
      exact hc ⟨occProj a S *ᵥ w, by rw [mulVec_mulVec, idem], hw⟩
    have ht := trace_occProj h hn S
    rw [hz, trace_zero] at ht
    exact zero_ne_one ht
  choose v hv hv0 using hex
  have hproj : ∀ (g : Finset (Fin M) → ℂ) S,
      occProj a S *ᵥ (∑ T, g T • v T) = g S • v S := by
    intro g S
    rw [← mulVecLin_apply, map_sum, Finset.sum_eq_single S]
    · rw [map_smul, mulVecLin_apply, hv]
    · intro T _ hT
      rw [map_smul, mulVecLin_apply, ← hv T, mulVec_mulVec, occProj_orthogonal h hT.symm,
        zero_mulVec, smul_zero]
    · simp
  -- by counting, these states form a basis
  have hli : LinearIndependent ℂ v := by
    refine Fintype.linearIndependent_iff.mpr fun g hg S => ?_
    have h1 := hproj g S
    rw [hg, mulVec_zero] at h1
    exact (smul_eq_zero.mp h1.symm).resolve_right (hv0 S)
  have hspan : ∀ w, ∃ g : Finset (Fin M) → ℂ, ∑ T, g T • v T = w := by
    intro w
    have ht := hli.span_eq_top_of_card_eq_finrank' (by simp [hn])
    exact (Submodule.mem_span_range_iff_exists_fun ℂ).mp (ht ▸ Submodule.mem_top)
  -- `X` is diagonal in this basis
  have key : ∀ S, X * occProj a S = trace (occProj a S * X) • occProj a S := by
    intro S
    have hc : X * occProj a S = occProj a S * X :=
      occProj_intertwine X S S fun q => by rw [if_pos Iff.rfl]; exact hX q
    obtain ⟨g, hg⟩ := hspan (X *ᵥ v S)
    have hXv : X *ᵥ v S = g S • v S := by
      calc X *ᵥ v S = occProj a S *ᵥ (X *ᵥ v S) := by
            rw [mulVec_mulVec, ← hc, ← mulVec_mulVec, hv S]
        _ = g S • v S := by rw [← hg, hproj]
    have hXP : X * occProj a S = g S • occProj a S := by
      refine Matrix.toLin'.injective (LinearMap.ext fun w => ?_)
      obtain ⟨d, rfl⟩ := hspan w
      rw [toLin'_apply, toLin'_apply, ← mulVec_mulVec, smul_mulVec, hproj, mulVec_smul, hXv,
        smul_comm]
    have ht : trace (occProj a S * X) = g S := by
      rw [← hc, hXP, trace_smul, trace_occProj h hn, smul_eq_mul, mul_one]
    rw [ht, hXP]
  calc X = X * ∑ S, occProj a S := by rw [sum_occProj, mul_one]
    _ = _ := by rw [Finset.mul_sum]; exact Finset.sum_congr rfl fun S _ => key S
```

## (i) Completeness of occupation numbers

In dimension $2^M$, show for every complex matrix $X$, Hermitian or not, that
$$\bigl(Xn_p=n_pX\ \text{for all }p\bigr)\iff X=\sum_Sc_SP_S\ \text{for some }c_S\in\mathbb C.$$

**Solution.** The forward direction is (h). Conversely, each $P_S$ commutes with each $n_p$ by (b) and (c), and so does any linear combination.

The coefficients are a function `c : Finset (Fin M) → ℂ`, one number per pattern. For a finite set of orthonormal spin orbitals, an operator that preserves each orbital's occupation is thus diagonal in the Slater determinants built from them. Conserving only the total particle number is weaker: hopping between two orbitals does so and is not diagonal. The reduction of a real electron system to finitely many orbitals is an approximation that the hypotheses take as already made.

```lean
/-- Completeness of occupation numbers: for `M` CAR modes in dimension `2^M`, a matrix commutes
with every `n_p` if and only if it is a complex linear combination of the projectors `P_S`. -/
theorem commutes_iff_combination (h : IsCAR a) (hn : Fintype.card n = 2 ^ M)
    (X : Matrix n n ℂ) :
    (∀ p, X * number a p = number a p * X) ↔
      ∃ c : Finset (Fin M) → ℂ, X = ∑ S, c S • occProj a S := by
  constructor
  · exact fun hX => ⟨_, occupation_expansion h hn X hX⟩
  · rintro ⟨c, rfl⟩ p
    rw [Finset.sum_mul, Finset.mul_sum]
    refine Finset.sum_congr rfl fun S _ => ?_
    rw [smul_mul_assoc, mul_smul_comm, occProj_intertwine (number a p) S S
      (fun q => by rw [if_pos Iff.rfl]; exact number_commute h p q)]
```

## (j) Two modes on four states

Order the states as $|00\rangle,|01\rangle,|10\rangle,|11\rangle$, with the occupation of mode $0$ first. Show that the CAR hold for the matrices whose only nonzero actions are
$$a_0|10\rangle=|00\rangle,\quad a_0|11\rangle=|01\rangle,\quad a_1|01\rangle=|00\rangle,\quad a_1|11\rangle=-|10\rangle.$$

**Solution.** Each $a_p^2$ vanishes. The matrices $a_pa_p^\dagger$ and $a_p^\dagger a_p$ project on mode $p$ empty and filled, so they sum to $1$. The products $a_0a_1$ and $a_1a_0$ act only on $|11\rangle$, giving $-|00\rangle$ and $|00\rangle$. Likewise, $a_0a_1^\dagger$ and $a_1^\dagger a_0$ act only on $|10\rangle$, giving $-|01\rangle$ and $|01\rangle$. Both pairs cancel, and the adjoint settles the remaining mixed relation.

Lean checks all matrix entries for each pair of modes. The assumptions of (i) are therefore satisfied for $M=2$.

```lean
/-- Two explicit four-by-four matrices satisfy the canonical anticommutation relations. -/
theorem isCAR_witness :
    IsCAR (![!![0, 0, 1, 0; 0, 0, 0, 1; 0, 0, 0, 0; 0, 0, 0, 0],
      !![0, 1, 0, 0; 0, 0, 0, 0; 0, 0, 0, -1; 0, 0, 0, 0]] :
      Fin 2 → Matrix (Fin 4) (Fin 4) ℂ) := by
  constructor <;> intro p q <;> fin_cases p <;> fin_cases q <;> ext i j <;>
    fin_cases i <;> fin_cases j <;>
    simp only [Matrix.add_apply, Matrix.mul_apply, Matrix.conjTranspose_apply,
      Fin.sum_univ_four] <;>
    simp

end OccupationCompleteness
```

```lean
#print axioms OccupationCompleteness.commutes_iff_combination
```

```
'OccupationCompleteness.commutes_iff_combination' depends on axioms: [propext, Classical.choice, Quot.sound]
```
